# One-shot GW for a core level and one plasmon: exact moments up to order three, a fourth moment too low by 2g⁴

The exact spectrum enters the formal statement as a definition: a list of peak energies with Poisson weights. It is not derived from a Hamiltonian. The physics behind the list is a core level at energy zero whose hole displaces a single plasmon mode. The initial plasmon ground state is then a superposition of the displaced mode's levels, with Poisson probabilities. The GW side is likewise a given function of complex frequency, with a bare propagator 1/w and a fixed plasmon, so there is no self-consistency.

## Two poles against a ladder of peaks

Let g be the coupling, wp > 0 the plasmon energy and w the complex frequency, with ħ = 1. The GW propagator is

G(w) = 1/(w − g²/(w + wp)).

With s = √(wp² + 4g²), its poles and weights are

w₊ = (−wp + s)/2, Z₊ = (s + wp)/(2s)
w₋ = (−wp − s)/2, Z₋ = (s − wp)/(2s).

The exact spectrum has peaks labelled by the number n = 0, 1, 2, … of excited plasmons, with energies and weights

E(n) = g²/wp − n wp
P(n) = exp(−a) aⁿ/n!, a = g²/wp².

For g ≠ 0 the GW satellite lies s below the quasiparticle, while neighbouring exact peaks are only wp apart, and s > wp. The moments of order 0 to 3 nevertheless agree. The fourth is g² wp² + g⁴ in GW and g² wp² + 3g⁴ in the exact spectrum. For core-level photoemission this means that, in a model with one undamped plasmon, correct low moments do not ensure a correct satellite position.

## Checking a pole solver

A code that stores the self-energy as a sum of poles can replace the nonlinear quasiparticle equation by a matrix diagonalisation. Here the matrix has rows (0, g) and (g, −wp). Its eigenvalues are w₊ and w₋, and the squared first components of its normalised eigenvectors are Z₊ and Z₋.

A convenient test case is g² = 2, wp = 1. Then s = 3, the poles are 1 and −2, and the weights are 2/3 and 1/3. The GW moments of order 0 to 4 are 1, 0, 2, −2, 6. A cumulant code run on the same model should give the Poisson peaks, whose fourth moment is 14.

The comparison should use poles and weights directly. A Lorentzian-broadened spectrum has no finite second moment, so integrating it over a frequency grid gives a number that depends on the cutoff.

## Deriving the poles and both sets of moments

Multiplying numerator and denominator of G by w + wp gives

G(w) = (w + wp)/(w(w + wp) − g²).

The denominator vanishes at w₊ and w₋, so it equals (w − w₊)(w − w₋). The sum of the two pole terms has the same denominator, and its numerator is

Z₊(w − w₋) + Z₋(w − w₊) = (Z₊ + Z₋)w − (Z₊w₋ + Z₋w₊).

Inserting the weights gives Z₊ + Z₋ = 1 and

Z₊w₋ + Z₋w₊ = [−(s + wp)² + (s − wp)²]/(4s) = −wp,

so the numerator is w + wp, as required. The separation is w₊ − w₋ = s. Since s² = wp² + 4g² > wp² for g ≠ 0, s exceeds wp and both weights are positive.

Define the GW moments by M(k) = Z₊w₊ᵏ + Z₋w₋ᵏ. Then M(0) = 1, and

M(1) = [(s + wp)(s − wp) − (s − wp)(s + wp)]/(4s) = 0.

Each pole satisfies w² = g² − wp w. Multiplying by wᵏ and adding the two poles with their weights gives

M(k+2) = g² M(k) − wp M(k+1).

Hence

M(2) = g²
M(3) = −g² wp
M(4) = g² wp² + g⁴.

For the exact spectrum, let A(k) be the sum over n of P(n)E(n)ᵏ, and B(k) the sum of P(n)(E(n) − wp)ᵏ. Writing one factor E(n) as g²/wp − n wp gives

A(k+1) = (g²/wp) A(k) − wp Σ n P(n)E(n)ᵏ.

The n = 0 term of the last sum is zero. In the rest, replace n by n + 1 and use

(n + 1)P(n+1) = a P(n), E(n+1) = E(n) − wp.

The sum becomes a B(k), and since wp a = g²/wp,

A(k+1) = (g²/wp)(A(k) − B(k)).

Starting from A(0) = 1 and expanding the displaced powers:

B(0) = 1, so A(1) = 0
B(1) = −wp, so A(2) = g²
B(2) = g² + wp², so A(3) = −g² wp
B(3) = −4g² wp − wp³, so A(4) = g² wp² + 3g⁴.

Therefore A(4) − M(4) = 2g⁴.

One more turn of the same two recursions, done here by hand only, gives the fifth moments: −g² wp³ − 2g⁴ wp in GW and −g² wp³ − 10g⁴ wp in the exact spectrum.

## The model and its moments in Lean

```lean
import Mathlib

noncomputable section

namespace CoreHoleGW

/-- The GW propagator of the core-hole model at complex frequency `w`, with coupling `g` and
plasmon energy `wp`; its domain is `w ≠ -wp` with `w` not a pole. -/
def gwGreen (g wp : ℝ) (w : ℂ) : ℂ := 1 / (w - (g : ℂ) ^ 2 / (w + wp))

/-- The energy `sqrt (wp² + 4 g²)`. -/
def poleGap (g wp : ℝ) : ℝ := √(wp ^ 2 + 4 * g ^ 2)

/-- The upper (quasiparticle) pole of the GW propagator. -/
def upperPole (g wp : ℝ) : ℝ := (-wp + poleGap g wp) / 2

/-- The lower (satellite) pole of the GW propagator. -/
def lowerPole (g wp : ℝ) : ℝ := (-wp - poleGap g wp) / 2

/-- The spectral weight of the upper pole, for `g` and `wp` not both zero. -/
def upperWeight (g wp : ℝ) : ℝ := (poleGap g wp + wp) / (2 * poleGap g wp)

/-- The spectral weight of the lower pole, for `g` and `wp` not both zero. -/
def lowerWeight (g wp : ℝ) : ℝ := (poleGap g wp - wp) / (2 * poleGap g wp)

/-- The `k`-th frequency moment of the two-pole GW spectrum, for `g` and `wp` not both zero. -/
def gwMoment (g wp : ℝ) (k : ℕ) : ℝ :=
  upperWeight g wp * upperPole g wp ^ k + lowerWeight g wp * lowerPole g wp ^ k

/-- The energy of the exact peak with `n` plasmons excited, for `wp ≠ 0`. -/
def peak (g wp : ℝ) (n : ℕ) : ℝ := g ^ 2 / wp - n * wp

/-- The Poisson weight, of mean `g² / wp²`, of the exact peak with `n` plasmons, for `wp ≠ 0`. -/
def peakWeight (g wp : ℝ) (n : ℕ) : ℝ :=
  Real.exp (-(g ^ 2 / wp ^ 2)) * (g ^ 2 / wp ^ 2) ^ n / (n.factorial : ℝ)

variable {g wp : ℝ}

lemma poleGap_sq (g wp : ℝ) : poleGap g wp ^ 2 = wp ^ 2 + 4 * g ^ 2 :=
  Real.sq_sqrt (by positivity)

lemma poleGap_pos (g : ℝ) (hwp : 0 < wp) : 0 < poleGap g wp :=
  Real.sqrt_pos.2 (by positivity)

/-- The two GW poles are separated by `sqrt (wp² + 4 g²)`, which exceeds the spacing `wp` of
neighbouring exact peaks. -/
theorem gw_pole_separation (hg : g ≠ 0) (hwp : 0 < wp) :
    upperPole g wp - lowerPole g wp = √(wp ^ 2 + 4 * g ^ 2) ∧
      (∀ n, peak g wp n - peak g wp (n + 1) = wp) ∧ wp < √(wp ^ 2 + 4 * g ^ 2) := by
  refine ⟨?_, fun n => ?_, ?_⟩
  · change _ = poleGap g wp
    unfold upperPole lowerPole
    ring
  · unfold peak
    push_cast
    ring
  · have hg2 : 0 < g ^ 2 := by positivity
    have h := poleGap_sq g wp
    change wp < poleGap g wp
    exact lt_of_pow_lt_pow_left₀ 2 (poleGap_pos g hwp).le (by rw [h]; linarith)

/-- At non-zero coupling both GW poles carry positive spectral weight. -/
theorem gw_weights_pos (hg : g ≠ 0) (hwp : 0 < wp) :
    0 < upperWeight g wp ∧ 0 < lowerWeight g wp := by
  have hs := poleGap_pos g hwp
  have hlt : wp < poleGap g wp := (gw_pole_separation hg hwp).2.2
  exact ⟨div_pos (by linarith) (by linarith), div_pos (by linarith) (by linarith)⟩

/-- The GW propagator is the sum of two simple pole terms with the stated energies and weights. -/
theorem gwGreen_eq_two_poles (hwp : 0 < wp) {w : ℂ} (h0 : w + wp ≠ 0)
    (hu : w - upperPole g wp ≠ 0) (hl : w - lowerPole g wp ≠ 0) :
    gwGreen g wp w = upperWeight g wp / (w - upperPole g wp) +
      lowerWeight g wp / (w - lowerPole g wp) := by
  have hs : poleGap g wp ≠ 0 := (poleGap_pos g hwp).ne'
  have hsq : (poleGap g wp : ℂ) ^ 2 = (wp : ℂ) ^ 2 + 4 * (g : ℂ) ^ 2 := by
    exact_mod_cast poleGap_sq g wp
  -- the poles are the roots of w (w + wp) = g²
  have hfac : (w - upperPole g wp) * (w - lowerPole g wp) = w * (w + wp) - (g : ℂ) ^ 2 := by
    unfold upperPole lowerPole
    push_cast
    linear_combination (-1 / 4 : ℂ) * hsq
  have hd : w - (g : ℂ) ^ 2 / (w + wp) =
      (w - upperPole g wp) * (w - lowerPole g wp) / (w + wp) := by
    rw [eq_div_iff h0, sub_mul, div_mul_cancel₀ _ h0, hfac]
  -- the weights match the numerator w + wp
  have e1 : upperWeight g wp + lowerWeight g wp = 1 := by
    unfold upperWeight lowerWeight
    rw [← add_div, div_eq_one_iff_eq (by positivity)]
    ring
  have e2 : upperWeight g wp * lowerPole g wp + lowerWeight g wp * upperPole g wp = -wp := by
    unfold upperWeight lowerWeight upperPole lowerPole
    rw [div_mul_div_comm, div_mul_div_comm, ← add_div, div_eq_iff (by positivity)]
    ring
  have c1 : (upperWeight g wp : ℂ) + lowerWeight g wp = 1 := by exact_mod_cast e1
  have c2 : (upperWeight g wp : ℂ) * lowerPole g wp + lowerWeight g wp * upperPole g wp
      = -wp := by exact_mod_cast e2
  rw [gwGreen, hd, one_div_div, div_add_div _ _ hu hl]
  congr 1
  linear_combination (-w) * c1 + c2

/-- Successive GW moments obey the two-term recursion set by the pole equation. -/
theorem gwMoment_recursion (g wp : ℝ) (k : ℕ) :
    gwMoment g wp (k + 2) = g ^ 2 * gwMoment g wp k - wp * gwMoment g wp (k + 1) := by
  have h := poleGap_sq g wp
  have hu : upperPole g wp ^ 2 = g ^ 2 - wp * upperPole g wp := by
    unfold upperPole
    linear_combination (1 / 4 : ℝ) * h
  have hl : lowerPole g wp ^ 2 = g ^ 2 - wp * lowerPole g wp := by
    unfold lowerPole
    linear_combination (1 / 4 : ℝ) * h
  unfold gwMoment
  linear_combination upperWeight g wp * upperPole g wp ^ k * hu +
    lowerWeight g wp * lowerPole g wp ^ k * hl

/-- The GW moments of order zero to four in closed form. -/
theorem gwMoment_values (g : ℝ) (hwp : 0 < wp) :
    gwMoment g wp 0 = 1 ∧ gwMoment g wp 1 = 0 ∧ gwMoment g wp 2 = g ^ 2 ∧
      gwMoment g wp 3 = -(g ^ 2 * wp) ∧ gwMoment g wp 4 = g ^ 2 * wp ^ 2 + g ^ 4 := by
  have hs : poleGap g wp ≠ 0 := (poleGap_pos g hwp).ne'
  have m0 : gwMoment g wp 0 = 1 := by
    unfold gwMoment upperWeight lowerWeight
    rw [pow_zero, pow_zero, mul_one, mul_one, ← add_div, div_eq_one_iff_eq (by positivity)]
    ring
  have m1 : gwMoment g wp 1 = 0 := by
    unfold gwMoment upperWeight lowerWeight upperPole lowerPole
    ring
  have m2 : gwMoment g wp 2 = g ^ 2 := by
    rw [gwMoment_recursion g wp 0, m0, m1]; ring
  have m3 : gwMoment g wp 3 = -(g ^ 2 * wp) := by
    rw [gwMoment_recursion g wp 1, m1, m2]; ring
  refine ⟨m0, m1, m2, m3, ?_⟩
  rw [gwMoment_recursion g wp 2, m2, m3]; ring

/-- The weights of the exact peaks sum to one. -/
theorem peakWeight_hasSum (g wp : ℝ) : HasSum (peakWeight g wp) 1 := by
  unfold peakWeight
  generalize g ^ 2 / wp ^ 2 = a
  have e : ∑' n : ℕ, a ^ n / (n.factorial : ℝ) = Real.exp a := by
    rw [Real.exp_eq_exp_ℝ, NormedSpace.exp_eq_tsum_div]
  have h := (Real.summable_pow_div_factorial a).hasSum.mul_left (Real.exp (-a))
  rw [e, ← Real.exp_add, neg_add_cancel, Real.exp_zero] at h
  simpa only [mul_div_assoc] using h

lemma hasSum_of_eq {u v : ℕ → ℝ} {A B : ℝ} (h : HasSum u A) (huv : ∀ n, v n = u n)
    (hAB : B = A) : HasSum v B := by
  have e : v = u := funext huv
  rw [e, hAB]
  exact h

/-- The exact moment of order `k + 1` is `g² / wp` times the difference between the `k`-th moments
of the peaks and of the peaks displaced down by one plasmon energy. -/
theorem exact_moment_step (hwp : 0 < wp) {k : ℕ} {A B : ℝ}
    (hA : HasSum (fun n => peakWeight g wp n * peak g wp n ^ k) A)
    (hB : HasSum (fun n => peakWeight g wp n * (peak g wp n - wp) ^ k) B) :
    HasSum (fun n => peakWeight g wp n * peak g wp n ^ (k + 1)) (g ^ 2 / wp * (A - B)) := by
  -- shift the plasmon number by one in the Poisson series
  have h1 : HasSum (fun n : ℕ => (n : ℝ) * peakWeight g wp n * peak g wp n ^ k)
      (g ^ 2 / wp ^ 2 * B) := by
    refine (hasSum_nat_add_iff' 1).1 ?_
    refine hasSum_of_eq (hB.mul_left (g ^ 2 / wp ^ 2)) (fun n => ?_) ?_
    · have hP : peak g wp (n + 1) = peak g wp n - wp := by
        unfold peak
        push_cast
        ring
      have hW : ((n + 1 : ℕ) : ℝ) * peakWeight g wp (n + 1) =
          g ^ 2 / wp ^ 2 * peakWeight g wp n := by
        unfold peakWeight
        generalize g ^ 2 / wp ^ 2 = a
        rw [Nat.factorial_succ]
        push_cast
        rw [← mul_div_assoc, ← mul_div_assoc, div_eq_div_iff (by positivity) (by positivity)]
        ring
      rw [hP, hW, mul_assoc]
    · simp
  have hc : wp * (g ^ 2 / wp ^ 2) = g ^ 2 / wp := by field_simp
  refine hasSum_of_eq ((hA.mul_left (g ^ 2 / wp)).sub (h1.mul_left wp)) (fun n => ?_) ?_
  · have hP : peak g wp n = g ^ 2 / wp - n * wp := rfl
    linear_combination peakWeight g wp n * peak g wp n ^ k * hP
  · linear_combination B * hc

/-- The GW spectrum reproduces the moments of order zero to three of the exact Poisson spectrum,
while its fourth moment is lower than the exact one by `2 g⁴`. -/
theorem gw_moments_vs_exact (g : ℝ) (hwp : 0 < wp) :
    (∀ k ≤ 3, HasSum (fun n => peakWeight g wp n * peak g wp n ^ k) (gwMoment g wp k)) ∧
      HasSum (fun n => peakWeight g wp n * peak g wp n ^ 4) (gwMoment g wp 4 + 2 * g ^ 4) := by
  obtain ⟨m0, m1, m2, m3, m4⟩ := gwMoment_values g hwp
  have hc : g ^ 2 / wp * wp = g ^ 2 := div_mul_cancel₀ _ hwp.ne'
  have h0 : HasSum (fun n => peakWeight g wp n * peak g wp n ^ 0) 1 := by
    simpa using peakWeight_hasSum g wp
  have b0 : HasSum (fun n => peakWeight g wp n * (peak g wp n - wp) ^ 0) 1 := by
    simpa using peakWeight_hasSum g wp
  have s1 : HasSum (fun n => peakWeight g wp n * peak g wp n ^ 1) _ :=
    exact_moment_step hwp h0 b0
  have h1 : HasSum (fun n => peakWeight g wp n * peak g wp n ^ 1) 0 := by
    convert s1 using 1
    ring
  -- expand the displaced powers to climb from one moment to the next
  have b1 : HasSum (fun n => peakWeight g wp n * (peak g wp n - wp) ^ 1) (0 - wp * 1) := by
    refine hasSum_of_eq (h1.sub (h0.mul_left wp)) (fun n => ?_) rfl
    ring
  have s2 : HasSum (fun n => peakWeight g wp n * peak g wp n ^ 2) _ :=
    exact_moment_step hwp h1 b1
  have h2 : HasSum (fun n => peakWeight g wp n * peak g wp n ^ 2) (g ^ 2) := by
    convert s2 using 1
    linear_combination -hc
  have b2 : HasSum (fun n => peakWeight g wp n * (peak g wp n - wp) ^ 2)
      (g ^ 2 - 2 * wp * 0 + wp ^ 2 * 1) := by
    refine hasSum_of_eq ((h2.sub (h1.mul_left (2 * wp))).add (h0.mul_left (wp ^ 2)))
      (fun n => ?_) rfl
    ring
  have s3 : HasSum (fun n => peakWeight g wp n * peak g wp n ^ 3) _ :=
    exact_moment_step hwp h2 b2
  have h3 : HasSum (fun n => peakWeight g wp n * peak g wp n ^ 3) (-(g ^ 2 * wp)) := by
    convert s3 using 1
    linear_combination wp * hc
  have b3 : HasSum (fun n => peakWeight g wp n * (peak g wp n - wp) ^ 3)
      (-(g ^ 2 * wp) - 3 * wp * g ^ 2 + 3 * wp ^ 2 * 0 - wp ^ 3 * 1) := by
    refine hasSum_of_eq (((h3.sub (h2.mul_left (3 * wp))).add (h1.mul_left (3 * wp ^ 2))).sub
      (h0.mul_left (wp ^ 3))) (fun n => ?_) rfl
    ring
  have s4 : HasSum (fun n => peakWeight g wp n * peak g wp n ^ 4) _ :=
    exact_moment_step hwp h3 b3
  refine ⟨fun k hk => ?_, ?_⟩
  · interval_cases k
    · rw [m0]; exact h0
    · rw [m1]; exact h1
    · rw [m2]; exact h2
    · rw [m3]; exact h3
  · rw [m4]
    convert s4 using 1
    linear_combination (-(3 * g ^ 2) - wp ^ 2) * hc

end CoreHoleGW
```

```lean
#print axioms CoreHoleGW.gw_weights_pos
-- 'CoreHoleGW.gw_weights_pos' depends on axioms: [propext, Classical.choice, Quot.sound]
#print axioms CoreHoleGW.gwGreen_eq_two_poles
-- 'CoreHoleGW.gwGreen_eq_two_poles' depends on axioms: [propext, Classical.choice, Quot.sound]
#print axioms CoreHoleGW.gw_moments_vs_exact
-- 'CoreHoleGW.gw_moments_vs_exact' depends on axioms: [propext, Classical.choice, Quot.sound]
```

## Reading the theorems and their proofs

The parameters `g` and `wp` are real, and `w` is complex. `poleGap` is s; `upperPole`, `lowerPole`, `upperWeight` and `lowerWeight` are w₊, w₋, Z₊ and Z₋. `gwMoment` is M(k), while `peak` and `peakWeight` are E(n) and P(n). Energies are measured from the bare level and the self-energy has no static part, so the first moment is zero.

`gwGreen_eq_two_poles` says that G equals its two pole terms whenever wp > 0 and w is neither −wp nor a pole. The point −wp is excluded because Lean sets a quotient with zero denominator to 0, which would switch off the self-energy exactly where it diverges. In the proof, `hfac` factorises the denominator, and `e1` and `e2` are the two identities that fix the numerator. This theorem ties the moments to the propagator, since `gwMoment` is defined from the poles and weights and not as a frequency integral.

`gw_pole_separation` gives the GW separation, the exact spacing and the strict inequality between them, which is proved by comparing squares. `gw_weights_pos` uses that inequality. Both assume g ≠ 0; at g = 0 the separation equals wp and the satellite has no weight.

`gwMoment_recursion` combines the quadratic equations of the two poles, and `gwMoment_values` applies the recursion after computing M(0) and M(1) directly.

`gw_moments_vs_exact` is the comparison itself, for every real g and wp > 0. At g = 0 the difference 2g⁴ vanishes. `HasSum` states that the infinite series converges to the given value, so convergence of the exact moments is part of what is proved. It starts in `peakWeight_hasSum`, from the exponential series. `exact_moment_step` then carries it from order k to order k + 1: `hasSum_nat_add_iff'` performs the shift of n, and `hW` and `hP` are the relations for P(n+1) and E(n+1). In the final proof, `b0` to `b3` are the displaced moments B(0) to B(3), and `h0` to `h3` the exact moments A(0) to A(3). The term `s4` supplies A(4) before it is simplified.

The theorems concern one dispersionless, undamped plasmon and one core level without recoil or hopping. They contain no broadening or time ordering, and they do not treat self-consistent GW. Nor do they derive the self-energy from a screened interaction. For a real material they supply a limiting case against which an implementation can be tested, not an error estimate for its satellites.
